# For Hermitian H and positive definite S, adding D shifts every level by c with unchanged eigenvectors if and only if D = cS

If I raise both on-site energies of a symmetric dimer by 1 eV, and its two normalised orbitals overlap by 0.2, one level goes up by 0.83 eV and the other by 1.25 eV. I only wanted to move the zero of energy, and I have moved the two levels by 0.42 eV relative to each other.

I believe the correct shift adds $cS$ to the Hamiltonian matrix, where $S$ is the overlap matrix, so that the hoppings between overlapping orbitals change too. Is $cS$ the only matrix that moves every level by $c$ and leaves the eigenvectors alone? I would like a full proof, with its hypotheses explicit and the argument checked by Lean.

## The shift is fixed by the eigenvectors

Yes: for Hermitian $H$ and positive definite $S$, $cS$ is the only such matrix. The condition on the eigenvectors is part of the claim. If only the list of energies has to shift, other matrices can do it: when $T^\dagger S T = S$, adding $D = T^\dagger H T - H + cS$ gives the matrix $H + D = T^\dagger H T + cS$, which has the levels $E + c$, but with eigenvectors $T^{-1}v$ in place of $v$.

Let $\varphi_i$ be finitely many linearly independent orbitals, with $H_{ij} = \langle\varphi_i|\hat H|\varphi_j\rangle$ and $S_{ij} = \langle\varphi_i|\varphi_j\rangle$. A level $E$ with coefficient vector $v \neq 0$ satisfies $Hv = ESv$.

One direction is a single line. If $D = cS$, then
$$(H + D)v = ESv + cSv = (E + c)Sv .$$

For the other direction, suppose that every eigenpair satisfies $(H + D)v = (E + c)Sv$. Subtracting $Hv = ESv$ leaves $Dv = cSv$. This fixes $D$ completely once there are enough eigenvectors to span the space, and they can be constructed as follows.

1. Diagonalise the overlap: $SU = U\,\mathrm{diag}(\sigma_i)$ with $U$ unitary and all $\sigma_i > 0$. Put $W = U\,\mathrm{diag}(\sigma_i^{-1/2})$. Then
$$W^\dagger S W = \mathrm{diag}(\sigma_i^{-1/2})\,\mathrm{diag}(\sigma_i)\,\mathrm{diag}(\sigma_i^{-1/2}) = 1 .$$

2. The matrix $A = W^\dagger H W$ is Hermitian, so $AQ = Q\,\mathrm{diag}(e_j)$ with $Q$ unitary and $e_j$ real. Put $V = WQ$. Then $V^\dagger S V = Q^\dagger Q = 1$.

3. Since $W^\dagger(SW) = 1$ and the matrices are square, also $(SW)W^\dagger = 1$. Hence
$$HV = SWW^\dagger HWQ = SW\,AQ = SWQ\,\mathrm{diag}(e_j) = SV\,\mathrm{diag}(e_j) .$$

Column $j$ of $V$, written $v_j$, therefore satisfies $Hv_j = e_jSv_j$. It is nonzero because $v_j^\dagger S v_j = 1$. So $Dv_j = cSv_j$ for every $j$, which is $DV = cSV$. From $(V^\dagger S)V = 1$ we also get $V(V^\dagger S) = 1$, and therefore
$$D = DV(V^\dagger S) = cSV(V^\dagger S) = cS .$$

The matrix elements now change by $(H + D)_{ij} - H_{ij} = cS_{ij}$. For $c \neq 0$ this is nonzero whenever orbitals $i$ and $j$ overlap. So for $c \neq 0$ a diagonal $D$ can equal $cS$ only if $S_{ij} = 0$ for all $i \neq j$; in that case $D_{ii} = cS_{ii}$ works.

## Two orbitals, and the limit of one

For your dimer, take two normalised orbitals with on-site energy $\alpha$, real hopping $\beta$ and real overlap $s$, where $-1 < s < 1$. Raise only the on-site energies by $c$. On the even vector $(1, 1)$ both rows of the eigenvalue equation read $\alpha + c + \beta = E(1 + s)$. On the odd vector $(1, -1)$ they reduce to $\alpha + c - \beta = E(1 - s)$. Thus
$$E_{\text{even}} = \frac{\alpha + \beta}{1 + s} + \frac{c}{1 + s}, \qquad E_{\text{odd}} = \frac{\alpha - \beta}{1 - s} + \frac{c}{1 - s} .$$
The normalised vectors are $(1, 1)/\sqrt{2(1 + s)}$ and $(1, -1)/\sqrt{2(1 - s)}$. The eigenvectors survive the on-site change, but the difference $E_{\text{odd}} - E_{\text{even}}$ changes by $2cs/(1 - s^2)$. With $s = 0.2$ and $c = 1$ eV, these are the numbers in your question. As $s \to 0$ both shifts become $c$.

With a single orbital of squared norm $S = s_0 > 0$, the level is $E = H/s_0$. Adding $D$ moves it by $D/s_0$, so the shift is $c$ exactly when $D = cs_0$. Even without any hopping, the normalisation of the orbital enters.

## The Lean file

```lean
import Mathlib

open Matrix
open scoped ComplexOrder

namespace NonorthogonalEnergyZero

noncomputable section

variable {n : Type*} [Fintype n] [DecidableEq n]

/-- The nonzero vector `v` solves the generalized eigenvalue equation `H v = E S v`
with Hamiltonian matrix `H`, overlap matrix `S` and energy `E`. -/
def IsEigenpair (H S : Matrix n n ℂ) (E : ℂ) (v : n → ℂ) : Prop :=
  v ≠ 0 ∧ H *ᵥ v = E • (S *ᵥ v)

/-- Adding `D` to the Hamiltonian matrix moves every level by `c` and keeps its eigenvector. -/
def ShiftsAllLevels (H S D : Matrix n n ℂ) (c : ℂ) : Prop :=
  ∀ E v, IsEigenpair H S E v → IsEigenpair (H + D) S (E + c) v

/-- A Hermitian matrix is diagonalised by a unitary matrix, with its real eigenvalues
on the diagonal. -/
theorem exists_unitary_diagonalising {A : Matrix n n ℂ} (hA : A.IsHermitian) :
    ∃ U : Matrix n n ℂ, Uᴴ * U = 1 ∧
      A * U = U * diagonal (fun i => (hA.eigenvalues i : ℂ)) := by
  refine ⟨(hA.eigenvectorUnitary : Matrix n n ℂ),
    Matrix.mem_unitaryGroup_iff'.mp hA.eigenvectorUnitary.2, ?_⟩
  ext i j
  rw [Matrix.mul_diagonal]
  -- column `j` is the `j`-th eigenvector
  have h := congrFun (hA.mulVec_eigenvectorBasis j) i
  simp only [Matrix.mulVec, dotProduct, Pi.smul_apply, Complex.real_smul] at h
  simp only [Matrix.mul_apply, Matrix.IsHermitian.eigenvectorUnitary_apply]
  exact h.trans (mul_comm _ _)

/-- A basis with positive definite overlap matrix `S` can be orthonormalised:
some matrix `W` satisfies `Wᴴ S W = 1`. -/
theorem exists_orthonormaliser {S : Matrix n n ℂ} (hS : S.PosDef) :
    ∃ W : Matrix n n ℂ, Wᴴ * S * W = 1 := by
  obtain ⟨U, hU, hSU⟩ := exists_unitary_diagonalising hS.isHermitian
  have key : ∀ r s : ℝ, 0 < r → r * r = s → r⁻¹ * s * r⁻¹ = 1 := by
    intro r s hr h
    subst h
    field_simp
  -- scale each eigenvector by the inverse square root of its eigenvalue
  obtain ⟨d, hd⟩ : ∃ d : n → ℝ, ∀ i, d i * hS.isHermitian.eigenvalues i * d i = 1 :=
    ⟨fun i => (Real.sqrt (hS.isHermitian.eigenvalues i))⁻¹, fun i =>
      key _ _ (Real.sqrt_pos.mpr (hS.eigenvalues_pos i))
        (Real.mul_self_sqrt (hS.eigenvalues_pos i).le)⟩
  refine ⟨U * diagonal (fun i => (d i : ℂ)), ?_⟩
  calc (U * diagonal (fun i => (d i : ℂ)))ᴴ * S * (U * diagonal (fun i => (d i : ℂ)))
      = (diagonal (fun i => (d i : ℂ)))ᴴ * (Uᴴ * (S * U)) * diagonal (fun i => (d i : ℂ)) := by
        simp only [Matrix.conjTranspose_mul, Matrix.mul_assoc]
    _ = (diagonal (fun i => (d i : ℂ)))ᴴ
          * diagonal (fun i => (hS.isHermitian.eigenvalues i : ℂ))
          * diagonal (fun i => (d i : ℂ)) := by
        rw [hSU, ← Matrix.mul_assoc Uᴴ, hU, Matrix.one_mul]
    _ = 1 := by
        rw [Matrix.diagonal_conjTranspose, Matrix.diagonal_mul_diagonal,
          Matrix.diagonal_mul_diagonal, ← Matrix.diagonal_one]
        congr 1
        funext i
        simp only [Pi.star_apply, Complex.star_def, Complex.conj_ofReal]
        exact_mod_cast hd i

/-- For Hermitian `H` and positive definite `S` there is a complete set of generalized
eigenvectors, the columns of `V`, orthonormal with respect to `S` and with real energies `e`. -/
theorem exists_complete_eigenvectors {H S : Matrix n n ℂ} (hH : H.IsHermitian)
    (hS : S.PosDef) : ∃ (V : Matrix n n ℂ) (e : n → ℝ),
      Vᴴ * S * V = 1 ∧ H * V = S * V * diagonal (fun i => (e i : ℂ)) := by
  obtain ⟨W, hW⟩ := exists_orthonormaliser hS
  -- the Hamiltonian in the orthonormalised basis
  have hA : (Wᴴ * H * W).IsHermitian := Matrix.isHermitian_conjTranspose_mul_mul W hH
  obtain ⟨U, hU, hAU⟩ := exists_unitary_diagonalising hA
  have hW' : S * W * Wᴴ = 1 :=
    mul_eq_one_comm.mp (by rw [← Matrix.mul_assoc]; exact hW)
  refine ⟨W * U, hA.eigenvalues, ?_, ?_⟩
  · calc (W * U)ᴴ * S * (W * U) = Uᴴ * (Wᴴ * S * W) * U := by
          simp only [Matrix.conjTranspose_mul, Matrix.mul_assoc]
      _ = 1 := by rw [hW, Matrix.mul_one, hU]
  · calc H * (W * U) = (S * W * Wᴴ) * (H * (W * U)) := by rw [hW', Matrix.one_mul]
      _ = S * W * (Wᴴ * H * W * U) := by simp only [Matrix.mul_assoc]
      _ = S * (W * U) * diagonal (fun i => (hA.eigenvalues i : ℂ)) := by
          rw [hAU]
          simp only [Matrix.mul_assoc]

/-- For Hermitian `H` and positive definite overlap `S`, adding `D` moves every level by `c`
with unchanged eigenvectors if and only if `D = c S`. -/
theorem shiftsAllLevels_iff {H S D : Matrix n n ℂ} {c : ℂ} (hH : H.IsHermitian)
    (hS : S.PosDef) : ShiftsAllLevels H S D c ↔ D = c • S := by
  constructor
  · intro h
    obtain ⟨V, e, hV, hHV⟩ := exists_complete_eigenvectors hH hS
    have hR : V * (Vᴴ * S) = 1 := mul_eq_one_comm.mp hV
    -- `D` and `c S` agree on every eigenvector
    have hDV : D * V = c • S * V := by
      ext i j
      have hv : IsEigenpair H S (e j) (fun k => V k j) := by
        constructor
        · intro h0
          have h1 : ((Vᴴ * S) *ᵥ fun k => V k j) j = (1 : Matrix n n ℂ) j j :=
            congrFun (congrFun hV j) j
          rw [h0] at h1
          simp at h1
        · funext k
          change (H * V) k j = (e j : ℂ) * (S * V) k j
          rw [hHV, Matrix.mul_diagonal]
          exact mul_comm _ _
      have h2 : ((H + D) * V) i j = ((e j : ℂ) + c) * (S * V) i j :=
        congrFun (h _ _ hv).2 i
      have h3 : (H * V) i j = (e j : ℂ) * (S * V) i j := congrFun hv.2 i
      rw [Matrix.add_mul, Matrix.add_apply] at h2
      rw [Matrix.smul_mul, Matrix.smul_apply, smul_eq_mul]
      linear_combination h2 - h3
    -- the eigenvectors are complete, so the matrices agree
    calc D = D * V * (Vᴴ * S) := by rw [Matrix.mul_assoc, hR, Matrix.mul_one]
      _ = c • S := by rw [hDV, Matrix.mul_assoc, hR, Matrix.mul_one]
  · rintro rfl E v ⟨hv, h⟩
    exact ⟨hv, by rw [Matrix.add_mulVec, h, Matrix.smul_mulVec, add_smul]⟩

/-- For Hermitian `H` and positive definite `S`, a shift of all levels by `c ≠ 0` with unchanged
eigenvectors changes the Hamiltonian matrix element between any two orbitals that overlap. -/
theorem hopping_changes {H S D : Matrix n n ℂ} {c : ℂ} (hH : H.IsHermitian)
    (hS : S.PosDef) (h : ShiftsAllLevels H S D c) (hc : c ≠ 0) {i j : n}
    (hij : S i j ≠ 0) : (H + D) i j ≠ H i j := by
  rw [(shiftsAllLevels_iff hH hS).mp h, Matrix.add_apply, Matrix.smul_apply, smul_eq_mul]
  intro h0
  exact mul_ne_zero hc hij (by linear_combination h0)

/-- For Hermitian `H`, positive definite `S` and `c ≠ 0`, a change of on-site energies alone can
move all levels by `c` with unchanged eigenvectors exactly when distinct orbitals do not overlap. -/
theorem onsite_shift_iff {H S : Matrix n n ℂ} {c : ℂ} (hH : H.IsHermitian)
    (hS : S.PosDef) (hc : c ≠ 0) :
    (∃ d : n → ℂ, ShiftsAllLevels H S (diagonal d) c) ↔ ∀ i j, i ≠ j → S i j = 0 := by
  constructor
  · rintro ⟨d, h⟩ i j hij
    have h1 := congrFun (congrFun ((shiftsAllLevels_iff hH hS).mp h) i) j
    rw [Matrix.diagonal_apply_ne _ hij, Matrix.smul_apply, smul_eq_mul] at h1
    exact (mul_eq_zero.mp h1.symm).resolve_left hc
  · intro h
    refine ⟨fun i => c * S i i, (shiftsAllLevels_iff hH hS).mpr ?_⟩
    ext i j
    by_cases hij : i = j
    · subst hij
      simp
    · simp [Matrix.diagonal_apply_ne _ hij, h i j hij]

/-- The symmetric two-orbital matrix with diagonal element `a` and off-diagonal element `b`. -/
def dimer (a b : ℝ) : Matrix (Fin 2) (Fin 2) ℂ := !![(a : ℂ), (b : ℂ); (b : ℂ), (a : ℂ)]

/-- A dimer with both on-site energies equal to `α + c`, hopping `β` and overlap `s` strictly
between `-1` and `1` has the even eigenvector `(1, 1)` with energy `(α + β) / (1 + s) + c / (1 + s)`
and the odd eigenvector `(1, -1)` with energy `(α - β) / (1 - s) + c / (1 - s)`. -/
theorem dimer_onsite_shift (α β c s : ℝ) (h1 : -1 < s) (h2 : s < 1) :
    IsEigenpair (dimer (α + c) β) (dimer 1 s)
        (((α + β) / (1 + s) + c / (1 + s) : ℝ) : ℂ) ![1, 1] ∧
      IsEigenpair (dimer (α + c) β) (dimer 1 s)
        (((α - β) / (1 - s) + c / (1 - s) : ℝ) : ℂ) ![1, -1] := by
  have hp : 1 + s ≠ 0 := by linarith
  have hm : 1 - s ≠ 0 := by linarith
  constructor
  · generalize hE : (α + β) / (1 + s) + c / (1 + s) = E
    have h : E * (1 + s) = α + c + β := by
      rw [← hE, ← add_div, div_mul_cancel₀ _ hp]
      ring
    have hC : (E : ℂ) * (1 + s) = α + c + β := by exact_mod_cast h
    refine ⟨fun h0 => by simpa using congrFun h0 0, ?_⟩
    ext i
    fin_cases i
    · simp [dimer, Matrix.mulVec, dotProduct, Fin.sum_univ_two]
      linear_combination -hC
    · simp [dimer, Matrix.mulVec, dotProduct, Fin.sum_univ_two]
      linear_combination -hC
  · generalize hE : (α - β) / (1 - s) + c / (1 - s) = E
    have h : E * (1 - s) = α + c - β := by
      rw [← hE, ← add_div, div_mul_cancel₀ _ hm]
      ring
    have hC : (E : ℂ) * (1 - s) = α + c - β := by exact_mod_cast h
    refine ⟨fun h0 => by simpa using congrFun h0 0, ?_⟩
    ext i
    fin_cases i
    · simp [dimer, Matrix.mulVec, dotProduct, Fin.sum_univ_two]
      linear_combination -hC
    · simp [dimer, Matrix.mulVec, dotProduct, Fin.sum_univ_two]
      linear_combination hC

end

end NonorthogonalEnergyZero
```

```lean
#print axioms NonorthogonalEnergyZero.shiftsAllLevels_iff
-- 'NonorthogonalEnergyZero.shiftsAllLevels_iff' depends on axioms: [propext, Classical.choice, Quot.sound]
#print axioms NonorthogonalEnergyZero.hopping_changes
-- 'NonorthogonalEnergyZero.hopping_changes' depends on axioms: [propext, Classical.choice, Quot.sound]
#print axioms NonorthogonalEnergyZero.onsite_shift_iff
-- 'NonorthogonalEnergyZero.onsite_shift_iff' depends on axioms: [propext, Classical.choice, Quot.sound]
#print axioms NonorthogonalEnergyZero.dimer_onsite_shift
-- 'NonorthogonalEnergyZero.dimer_onsite_shift' depends on axioms: [propext, Classical.choice, Quot.sound]
```

## Eigenpairs, overlaps and shifts as Lean objects

The type `n` labels the orbitals and is finite. `IsEigenpair H S E v` says that `v` is nonzero and that $Hv = ESv$. The energy `E` is allowed to be complex, so the definition does not assume that levels are real.

`ShiftsAllLevels H S D c` says that every eigenpair $(E, v)$ of $(H, S)$ gives an eigenpair $(E + c, v)$ of $(H + D, S)$. The same `v` appears on both sides, which is how the condition on the eigenvectors enters.

The main theorem, `shiftsAllLevels_iff`, has two hypotheses. `H.IsHermitian` is the usual condition on a Hamiltonian matrix. `S.PosDef` says that $S$ is Hermitian and $v^\dagger S v > 0$ for every nonzero `v`; physically, no combination of the orbitals vanishes unless all its coefficients are zero. Nothing is assumed about `D`, not even that it is Hermitian, and `c` may be complex, which includes the real shift you have in mind.

Three further theorems cover the consequences:

- `hopping_changes` says that a shift with `c ≠ 0` changes the matrix element between any two orbitals with `S i j ≠ 0`.
- `onsite_shift_iff` says that, for `c ≠ 0`, some diagonal matrix produces the shift exactly when distinct orbitals have zero overlap. The on-site changes may differ from orbital to orbital.
- `dimer_onsite_shift` gives the two eigenpairs after the on-site change, with the unnormalised vectors `![1, 1]` and `![1, -1]`. Setting `c` to zero gives the original levels, so the second term in each energy is the shift.

The matrices are finite and fixed: $H$ does not depend on its own eigenvectors, as it would in a self-consistent calculation. To align the energy zeros of two nonorthogonal tight-binding Hamiltonians whose offset $c$ is known, shift the levels of one of them by adding $c$ times its own overlap matrix, not a constant on the diagonal.

## From the spectral theorem to D = cS in Lean

`exists_unitary_diagonalising` takes Mathlib's orthonormal eigenvector basis of a Hermitian matrix and places it in the columns of a unitary matrix. It serves twice, once for $S$ and once for $A$.

`exists_orthonormaliser` is step 1. The numbers `d i` are the inverse square roots $\sigma_i^{-1/2}$, and the auxiliary statement `key` is the scalar identity $r^{-1}\sigma r^{-1} = 1$ for $r^2 = \sigma$ and $r > 0$. Positive definiteness supplies the positive eigenvalues. The `calc` block then multiplies out $W^\dagger S W$.

`exists_complete_eigenvectors` is steps 2 and 3. The unitary matrix called $Q$ above is again named `U` there, and `V` is `W * U`. The lemma `mul_eq_one_comm` turns the left inverse into a right inverse, giving $SWW^\dagger = 1$, which is inserted in front of $HV$.

In `shiftsAllLevels_iff`, the forward direction first shows that each column of `V` is an eigenpair. If column `j` were zero, the diagonal entry `j j` of $V^\dagger S V = 1$ would be zero as well, a contradiction. The hypothesis then gives `h2`, the shifted equation, and `h3` is the original one. Their difference, taken by `linear_combination h2 - h3`, is $DV = cSV$ entry by entry. The last `calc` multiplies by $V^\dagger S$ from the right. The reverse direction substitutes $D = cS$ and expands $(H + cS)v$.

`hopping_changes` and `onsite_shift_iff` read off entries of $D = cS$ and use that a product of nonzero numbers is nonzero. The dimer proof is a separate direct check: `hC` holds the equation $E(1 \pm s) = \alpha + c \pm \beta$ for the vector at hand, and `fin_cases` splits the eigenvalue equation into its two rows, each of which follows from `hC`.
